# The sine transform of a Gaussian-damped pair signal is a Gaussian peak minus its mirror image

Let the distance $x$ between two atoms have a Gaussian distribution with mean $r_0$ and standard deviation $l>0$. The average of $\sin(sx)$ at momentum transfer $s$ is then

$$M(s)=e^{-l^2s^2/2}\,\sin(s r_0),$$

and its sine transform over all $s>0$ is

$$\int_0^\infty M(s)\sin(sr)\,ds=\frac{\sqrt{2\pi}}{4l}\left[e^{-(r-r_0)^2/(2l^2)}-e^{-(r+r_0)^2/(2l^2)}\right].$$

In gas electron diffraction this relates the damping of the interference signal to the width of a peak in the radial curve, for an idealised pair with a Gaussian distance distribution, constant scattering factors and data at every $s>0$. The data are taken to be multiplied by $s$, and the remaining factor $1/x$ from the average over orientations is treated as a constant.

## Damping and inversion by hand

Both steps use one integral. For $b>0$ and real $a,p$, complete the square:

$$-bx^2+iax=-b\left(x-\frac{ia}{2b}\right)^2-\frac{a^2}{4b}.$$

The integrand is entire and decays at both ends of the strip, so the line of integration may be shifted back to the real axis. This leaves $\int e^{-bx^2+iax}dx=\sqrt{\pi/b}\;e^{-a^2/(4b)}$. Multiplying by $e^{ip}$ and taking the real part gives

$$\int_{-\infty}^{\infty}e^{-bx^2}\cos(ax+p)\,dx=\sqrt{\pi/b}\;e^{-a^2/(4b)}\cos p.$$

For the damping, put $y=x-r_0$ and write $\sin(sx)=\cos(sy+sr_0-\pi/2)$. With $b=1/(2l^2)$, $a=s$ and $p=sr_0-\pi/2$, the integral equals $l\sqrt{2\pi}\,e^{-l^2s^2/2}\sin(sr_0)$. The normalisation $1/(l\sqrt{2\pi})$ of the distribution cancels the prefactor.

For the inversion, split the product of sines:

$$\sin(sr_0)\sin(sr)=\tfrac12\left[\cos((r-r_0)s)-\cos((r+r_0)s)\right].$$

Each cosine times $e^{-l^2s^2/2}$ is even in $s$, so its integral over $s>0$ is half the integral over the whole line. With $b=l^2/2$ and $p=0$,

$$\int_0^\infty e^{-l^2s^2/2}\cos(as)\,ds=\frac{\sqrt{2\pi}}{2l}\,e^{-a^2/(2l^2)}.$$

Taking $a=r-r_0$ and $a=r+r_0$, and subtracting with the factor $\tfrac12$, gives the result.

The slip to watch for is the value of $b$, which is $1/(2l^2)$ in the first step and $l^2/2$ in the second. Carrying the first value over would give $e^{-l^2(r-r_0)^2/2}$, whose exponent is not dimensionless.

## Density, signal and radial curve in Lean

```lean
import Mathlib

open Real MeasureTheory Set

namespace WierlInversion

noncomputable section
```

The density is the normalised Gaussian on the whole real line. It therefore gives some weight to negative distances, which is negligible when $l\ll r_0$.

```lean
/-- Gaussian probability density of an interatomic distance `x` with mean `r0` and
standard deviation `l`. -/
def pairDensity (l r0 x : ℝ) : ℝ :=
  Real.exp (-(x - r0) ^ 2 / (2 * l ^ 2)) / (l * Real.sqrt (2 * π))
```

The signal is defined as the actual average, so the damping factor has to be proved.

```lean
/-- Interference signal of one atom pair at momentum transfer `s`, without the factor `1 / (s x)` of
orientational averaging: the average of `sin (s x)` over the Gaussian distribution of the distance
`x`. -/
def pairSignal (l r0 s : ℝ) : ℝ :=
  ∫ x : ℝ, pairDensity l r0 x * Real.sin (s * x)
```

The radial curve accepts any real signal `M`. The set `Ioi 0` is the open half line $s>0$, and no factor such as $2/\pi$ is included in the transform.

```lean
/-- Radial curve of a signal `M`: its sine transform over all momentum transfers `s > 0`. -/
def radialCurve (M : ℝ → ℝ) (r : ℝ) : ℝ :=
  ∫ s in Ioi (0 : ℝ), M s * Real.sin (s * r)
```

These definitions leave out several parts of an experiment: a finite range of $s$, the dependence of the atomic scattering factors on $s$, and scattering phase shifts. Orientational averaging turns the signal of a pair at fixed distance into $\sin(sx)/(sx)$, the form found in the Wierl equation, to which the Lean names refer. Here the factor $1/s$ is taken to have been removed by multiplying the data by $s$, and the factor $1/x$ is approximated by a constant and absorbed into a pair weight.

## The Gaussian integral and the damping factor

The first theorem is the integral with phase $p$. Mathlib's `integral_cexp_quadratic` supplies the complex Gaussian integral, here with linear coefficient $ia$ and constant term $ip$. The steps `hroot` and `harg` put its value into real form, `hexp` takes the real part, and `integral_re` moves the real part through the integral.

```lean
/-- Integral of a Gaussian times a cosine wave with phase `p` over the whole line. -/
theorem integral_gaussian_cos {b : ℝ} (hb : 0 < b) (a p : ℝ) :
    ∫ x : ℝ, Real.exp (-b * x ^ 2) * Real.cos (a * x + p)
      = Real.sqrt (π / b) * (Real.exp (-a ^ 2 / (4 * b)) * Real.cos p) := by
  have hre : (-(b : ℂ)).re < 0 := by simpa using hb
  have key := integral_cexp_quadratic hre (a * Complex.I) (p * Complex.I)
  have hint := integrable_cexp_quadratic' hre (a * Complex.I) (p * Complex.I)
  -- real part of a complex exponential with separated real and imaginary exponent
  have hexp : ∀ u v : ℝ, (Complex.exp ((u : ℂ) + (v : ℂ) * Complex.I)).re
      = Real.exp u * Real.cos v := by
    intro u v
    rw [Complex.exp_re]
    simp only [Complex.add_re, Complex.add_im, Complex.mul_re, Complex.mul_im,
      Complex.ofReal_re, Complex.ofReal_im, Complex.I_re, Complex.I_im, mul_zero, mul_one,
      sub_self, add_zero, zero_add]
  have hroot : ((π : ℂ) / -(-(b : ℂ))) ^ (1 / 2 : ℂ) = ((Real.sqrt (π / b) : ℝ) : ℂ) := by
    rw [neg_neg, Real.sqrt_eq_rpow, Complex.ofReal_cpow (by positivity)]
    simp
  have harg : (p : ℂ) * Complex.I - (a * Complex.I) ^ 2 / (4 * -(b : ℂ))
      = ((-a ^ 2 / (4 * b) : ℝ) : ℂ) + (p : ℂ) * Complex.I := by
    push_cast
    rw [mul_pow, Complex.I_sq]
    ring
  rw [hroot, harg] at key
  have h2 := congrArg Complex.re key
  rw [Complex.re_ofReal_mul, hexp] at h2
  rw [← h2]
  refine Eq.trans ?_ (integral_re hint)
  refine integral_congr_ae (Filter.Eventually.of_forall fun x => ?_)
  have hx : -(b : ℂ) * (x : ℂ) ^ 2 + a * Complex.I * x + p * Complex.I
      = ((-b * x ^ 2 : ℝ) : ℂ) + ((a * x + p : ℝ) : ℂ) * Complex.I := by
    push_cast
    ring
  change _ = (Complex.exp (-(b : ℂ) * (x : ℂ) ^ 2 + a * Complex.I * x + p * Complex.I)).re
  rw [hx, hexp]
```

In the damping theorem, `integral_sub_right_eq_self` is the shift $y=x-r_0$, and `hfun` rewrites the sine as a cosine with phase $sr_0-\pi/2$. The mean `r0` and the momentum transfer `s` may be any real numbers.

```lean
/-- Damping: a Gaussian spread `l` of the distance multiplies the rigid signal `sin (s r0)` by `exp
(-l² s² / 2)`. -/
theorem pairSignal_eq {l : ℝ} (hl : 0 < l) (r0 s : ℝ) :
    pairSignal l r0 s = Real.exp (-(l ^ 2 * s ^ 2 / 2)) * Real.sin (s * r0) := by
  have hb : 0 < 1 / (2 * l ^ 2) := by positivity
  -- measure the distance from its mean
  have h := integral_sub_right_eq_self (μ := (volume : Measure ℝ))
    (fun y : ℝ => Real.exp (-(1 / (2 * l ^ 2)) * y ^ 2)
      * Real.cos (s * y + (s * r0 - π / 2))) r0
  rw [integral_gaussian_cos hb, Real.cos_sub_pi_div_two] at h
  have hroot : Real.sqrt (π / (1 / (2 * l ^ 2))) = l * Real.sqrt (2 * π) := by
    rw [show π / (1 / (2 * l ^ 2)) = l ^ 2 * (2 * π) by field_simp,
      Real.sqrt_mul (sq_nonneg l), Real.sqrt_sq hl.le]
  have harg : -s ^ 2 / (4 * (1 / (2 * l ^ 2))) = -(l ^ 2 * s ^ 2 / 2) := by
    field_simp
    try ring
  rw [hroot, harg] at h
  have hfun : ∀ x : ℝ, pairDensity l r0 x * Real.sin (s * x)
      = (1 / (l * Real.sqrt (2 * π))) * (Real.exp (-(1 / (2 * l ^ 2)) * (x - r0) ^ 2)
        * Real.cos (s * (x - r0) + (s * r0 - π / 2))) := by
    intro x
    rw [show s * (x - r0) + (s * r0 - π / 2) = s * x - π / 2 by ring,
      Real.cos_sub_pi_div_two, pairDensity,
      show -(x - r0) ^ 2 / (2 * l ^ 2) = -(1 / (2 * l ^ 2)) * (x - r0) ^ 2 by ring]
    ring
  have hne : l * Real.sqrt (2 * π) ≠ 0 := by positivity
  unfold pairSignal
  simp_rw [hfun]
  rw [integral_const_mul, h, ← mul_assoc, one_div, inv_mul_cancel₀ hne, one_mul]
```

The hypothesis `0 < l` matters here. For $l=-1$ the formula for the density is negative everywhere, and at $s=1$, $r_0=\pi/2$ the average is $-e^{-1/2}$, whereas the right-hand side is $+e^{-1/2}$.

## From the half line to the inversion

Term-by-term integration requires each cosine term to be integrable. Since $|\cos|\le1$, the Gaussian itself is a bound.

```lean
/-- A Gaussian times a cosine wave is integrable. -/
theorem integrable_gaussian_cos {b : ℝ} (hb : 0 < b) (a : ℝ) :
    Integrable (fun s : ℝ => Real.exp (-b * s ^ 2) * Real.cos (a * s)) := by
  refine (integrable_exp_neg_mul_sq hb).mono'
    (by fun_prop : Continuous fun s : ℝ =>
      Real.exp (-b * s ^ 2) * Real.cos (a * s)).aestronglyMeasurable
    (Filter.Eventually.of_forall fun s => ?_)
  rw [Real.norm_eq_abs, abs_mul, Real.abs_exp]
  exact mul_le_of_le_one_right (Real.exp_pos _).le (Real.abs_cos_le_one _)
```

The half-line integral follows from evenness: `integral_comp_abs` says that the integral of $f(|x|)$ over the line is twice the integral of $f$ over $x>0$.

```lean
/-- Cosine transform of a Gaussian over positive momentum transfers. -/
theorem integral_Ioi_gaussian_cos {b : ℝ} (hb : 0 < b) (a : ℝ) :
    ∫ s in Ioi (0 : ℝ), Real.exp (-b * s ^ 2) * Real.cos (a * s)
      = Real.sqrt (π / b) / 2 * Real.exp (-a ^ 2 / (4 * b)) := by
  have h := integral_comp_abs (f := fun s : ℝ => Real.exp (-b * s ^ 2) * Real.cos (a * s))
  have heven : ∀ x : ℝ, Real.exp (-b * |x| ^ 2) * Real.cos (a * |x|)
      = Real.exp (-b * x ^ 2) * Real.cos (a * x + 0) := by
    intro x
    rw [sq_abs, add_zero]
    rcases abs_choice x with hx | hx <;> rw [hx]
    rw [mul_neg, Real.cos_neg]
  simp only [heven] at h
  rw [integral_gaussian_cos hb, Real.cos_zero] at h
  linarith
```

The inversion theorem has two parts: the integrand of the transform is integrable on $s>0$, and the transform has the stated value. In the proof, `hfun` is the splitting into cosines, and `integral_sub` separates the two integrals.

```lean
/-- Sine inversion: the integrand of the sine transform is integrable, and the radial curve of one
pair is a Gaussian peak at `r0` minus its mirror image at `-r0`. -/
theorem wierl_inversion {l : ℝ} (hl : 0 < l) (r0 r : ℝ) :
    IntegrableOn (fun s => pairSignal l r0 s * Real.sin (s * r)) (Ioi 0) ∧
    radialCurve (pairSignal l r0) r = Real.sqrt (2 * π) / (4 * l) *
      (Real.exp (-(r - r0) ^ 2 / (2 * l ^ 2)) - Real.exp (-(r + r0) ^ 2 / (2 * l ^ 2))) := by
  have hb : 0 < l ^ 2 / 2 := by positivity
  -- the product of sines is a difference of cosines
  have hfun : (fun s => pairSignal l r0 s * Real.sin (s * r)) = fun s =>
      1 / 2 * (Real.exp (-(l ^ 2 / 2) * s ^ 2) * Real.cos ((r - r0) * s))
      - 1 / 2 * (Real.exp (-(l ^ 2 / 2) * s ^ 2) * Real.cos ((r + r0) * s)) := by
    funext s
    rw [pairSignal_eq hl, show (r - r0) * s = s * r - s * r0 by ring,
      show (r + r0) * s = s * r + s * r0 by ring, Real.cos_sub, Real.cos_add,
      show -(l ^ 2 / 2) * s ^ 2 = -(l ^ 2 * s ^ 2 / 2) by ring]
    ring
  have i1 := ((integrable_gaussian_cos hb (r - r0)).const_mul (1 / 2)).integrableOn
    (s := Ioi (0 : ℝ))
  have i2 := ((integrable_gaussian_cos hb (r + r0)).const_mul (1 / 2)).integrableOn
    (s := Ioi (0 : ℝ))
  have hroot : Real.sqrt (π / (l ^ 2 / 2)) = Real.sqrt (2 * π) / l := by
    rw [show π / (l ^ 2 / 2) = 2 * π / l ^ 2 by field_simp,
      Real.sqrt_div (by positivity), Real.sqrt_sq hl.le]
  unfold radialCurve
  rw [hfun]
  refine ⟨i1.sub i2, ?_⟩
  rw [integral_sub i1 i2, integral_const_mul, integral_const_mul,
    integral_Ioi_gaussian_cos hb, integral_Ioi_gaussian_cos hb, hroot,
    show 4 * (l ^ 2 / 2) = 2 * l ^ 2 by ring]
  ring
```

## Molecules, windows and the sign of the curve

Since $\sqrt{2\pi}/(4l)=(\pi/2)/(l\sqrt{2\pi})$, the radial curve of one pair is $\pi/2$ times the difference of two values of its density, the one at $r$ minus the one at $-r$. Linearity extends this to a finite set `S` of pairs, each with its own mean, positive width and real weight `c i`. Each weight is a constant that stands for the scattering strength of the pair times the constant that replaces $1/x$, for instance the inverse of the mean distance.

```lean
/-- For a molecule with pair weights `c i`, the radial curve is `π / 2` times the weighted sum of
the pair densities at `r` minus those at `-r`. -/
theorem radialCurve_molecule {ι : Type*} (S : Finset ι) (c l r0 : ι → ℝ)
    (hl : ∀ i ∈ S, 0 < l i) (r : ℝ) :
    radialCurve (fun s => ∑ i ∈ S, c i * pairSignal (l i) (r0 i) s) r
      = π / 2 * ∑ i ∈ S, c i *
        (pairDensity (l i) (r0 i) r - pairDensity (l i) (r0 i) (-r)) := by
  unfold radialCurve
  simp_rw [Finset.sum_mul, mul_assoc]
  rw [MeasureTheory.integral_finsetSum _ fun i hi => (wierl_inversion (hl i hi) (r0 i) r).1.const_mul (c i),
    Finset.mul_sum]
  refine Finset.sum_congr rfl fun i hi => ?_
  have hi0 := hl i hi
  have h := (wierl_inversion hi0 (r0 i) r).2
  unfold radialCurve at h
  have hq : Real.sqrt (2 * π) ^ 2 = 2 * π := Real.sq_sqrt (by positivity)
  -- the prefactor is the normalisation of the density times π / 2
  have hc : Real.sqrt (2 * π) / (4 * l i) = π / 2 / (l i * Real.sqrt (2 * π)) := by
    rw [div_eq_div_iff (by positivity) (by positivity)]
    linear_combination l i * hq
  rw [integral_const_mul, h, hc, pairDensity, pairDensity,
    show (-r - r0 i) ^ 2 = (r + r0 i) ^ 2 by ring]
  ring
```

Data are sometimes multiplied by a window $e^{-ks^2}$ before the transform. The exponents add to $-(l^2+2k)s^2/2$, so the windowed signal is that of a pair with width $\sqrt{l^2+2k}$, and the inversion theorem applies to it. A positive $k$ broadens the peak and a negative $k$ sharpens it; the condition $l^2+2k>0$ keeps the combined factor a decaying Gaussian.

```lean
/-- An extra window `exp (-k s²)` on the data replaces the variance `l²` in the radial curve by
`l² + 2k`, for either sign of `k` as long as `l² + 2k` is positive. -/
theorem radialCurve_window {l k : ℝ} (hl : 0 < l) (hk : 0 < l ^ 2 + 2 * k) (r0 r : ℝ) :
    radialCurve (fun s => Real.exp (-k * s ^ 2) * pairSignal l r0 s) r
      = Real.sqrt (2 * π) / (4 * Real.sqrt (l ^ 2 + 2 * k)) *
        (Real.exp (-(r - r0) ^ 2 / (2 * (l ^ 2 + 2 * k)))
          - Real.exp (-(r + r0) ^ 2 / (2 * (l ^ 2 + 2 * k)))) := by
  have hL := Real.sqrt_pos.2 hk
  have hfun : (fun s => Real.exp (-k * s ^ 2) * pairSignal l r0 s)
      = pairSignal (Real.sqrt (l ^ 2 + 2 * k)) r0 := by
    funext s
    rw [pairSignal_eq hl, pairSignal_eq hL, Real.sq_sqrt hk.le, ← mul_assoc, ← Real.exp_add,
      show -k * s ^ 2 + -(l ^ 2 * s ^ 2 / 2) = -((l ^ 2 + 2 * k) * s ^ 2 / 2) by ring]
  rw [hfun, (wierl_inversion hL r0 r).2, Real.sq_sqrt hk.le]
```

Finally, $(r+r_0)^2-(r-r_0)^2=4rr_0$. For $r,r_0>0$ the mirror term is therefore strictly smaller than the main peak, and the curve is positive. Within this model, a negative dip at $r>0$ cannot come from a single pair with positive mean distance and unit weight.

```lean
/-- The radial curve of a single pair with `r0 > 0` is strictly positive at every `r > 0`. -/
theorem radialCurve_pos {l r0 r : ℝ} (hl : 0 < l) (h0 : 0 < r0) (hr : 0 < r) :
    0 < radialCurve (pairSignal l r0) r := by
  rw [(wierl_inversion hl r0 r).2]
  refine mul_pos (by positivity) (sub_pos.2 (Real.exp_lt_exp.2 ?_))
  have hp : 0 < r * r0 := mul_pos hr h0
  exact div_lt_div_of_pos_right (by nlinarith) (by positivity)

end

end WierlInversion
```

```lean
#print axioms WierlInversion.wierl_inversion
#print axioms WierlInversion.radialCurve_molecule
#print axioms WierlInversion.radialCurve_window
#print axioms WierlInversion.radialCurve_pos
```

```
'WierlInversion.wierl_inversion' depends on axioms: [propext, Classical.choice, Quot.sound]
'WierlInversion.radialCurve_molecule' depends on axioms: [propext, Classical.choice, Quot.sound]
'WierlInversion.radialCurve_window' depends on axioms: [propext, Classical.choice, Quot.sound]
'WierlInversion.radialCurve_pos' depends on axioms: [propext, Classical.choice, Quot.sound]
```
